# A Dirac Hamiltonian with a rotation-invariant, spin-independent potential conserves L + S, but not L alone

## Canonical variables and Dirac elements

Let x_j and p_j be positions and momenta in finitely many dimensions, with the x's commuting among themselves, the p's likewise, and

[x_j, p_k] = iℏ δ_jk.

The Dirac elements α_j and β commute with all x's and p's. They anticommute pairwise, and α_j² = 1. With c the speed of light, m the mass and V a potential, define the Hamiltonian, the orbital angular momentum and the spin by

H = c Σ_l α_l p_l + m c² β + V
L_jk = x_j p_k − x_k p_j
S_jk = −(iℏ/2) α_j α_k.

In three dimensions L_12 is L_z. For j = k, S_jk is merely a number; it represents spin only for j ≠ k.

## Two opposite torques

An observable T without explicit time dependence changes at the rate (i/ℏ)[H, T], so [H, L_jk] and [H, S_jk] are torques up to the factor i/ℏ. Momentum rotates under L:

[p_l, L_jk] = [p_l, x_j] p_k − [p_l, x_k] p_j = iℏ(δ_kl p_j − δ_jl p_k).

Suppose V commutes with L_jk. Since β and α_l do too, only the kinetic term contributes:

[H, L_jk] = c Σ_l α_l [p_l, L_jk] = −iℏc(α_j p_k − α_k p_j).

For spin, take j ≠ k. Anticommutation gives

[α_j, α_j α_k] = 2α_k
[α_k, α_j α_k] = −2α_j,

and zero for any other α_l, which changes sign twice. Hence

[α_l, S_jk] = iℏ(δ_kl α_j − δ_jl α_k),

which also holds for j = k, where both sides vanish. β commutes with α_j α_k, again by two sign changes. If V commutes with every α_l, then

[H, S_jk] = c Σ_l [α_l, S_jk] p_l = +iℏc(α_j p_k − α_k p_j).

The sum is [H, L_jk + S_jk] = 0.

## Why L alone fails, and which potentials qualify

Let V commute with L_jk, where j ≠ k, and let c and ℏ be nonzero. If [H, L_jk] vanished, so would D = α_j p_k − α_k p_j. But [x_k, D] = iℏ α_j, so α_j = 0, contradicting α_j² = 1.

For r² = Σ_l x_l², use [x_l, L_jk] = iℏ(δ_lk x_j − δ_lj x_k):

[r², L_jk] = iℏ(x_k x_j + x_j x_k − x_j x_k − x_k x_j) = 0.

Since r² also commutes with the α's, every polynomial in r² is an admissible V.

## A two-dimensional example

Take ℏ = c = 1, m = 0, V = 0, α_1 = σ_1, α_2 = σ_2, β = σ_3 and p_j = −i∂_j. Then S_12 = σ_3/2. As a check of the algebra, take the polynomial spinor ψ = (x_1 − i x_2, 0), which is not normalisable and so not a physical state. It satisfies

L_12 ψ = −ψ, S_12 ψ = ψ/2, Hψ = (0, −2i).

The constant spinor Hψ has L_12 = 0 and S_12 = −1/2, so

[H, L_12]ψ = −Hψ − 0 = (0, 2i)
[H, S_12]ψ = Hψ/2 + Hψ/2 = (0, −2i).

The torques cancel, and L_12 + S_12 equals −1/2 before and after H acts.

## The statement in Lean

`ι` is the finite set of axes and `A` a complex algebra containing all the operators. `DiracRelations` collects the relations above; β² = 1 is not needed. The bracket `⁅a, b⁆` is ab − ba. `total_conserved` assumes that `V` commutes with `orbital x p j k` and every `α l`; `central_conserved` derives both conditions for polynomials in r². `orbital_not_conserved` needs `Nontrivial A`, meaning 1 ≠ 0.

The setting is purely algebraic, without operator domains or self-adjointness. A Coulomb potential is not a polynomial in r², so `central_conserved` does not cover it. It does satisfy the two commutation hypotheses of `total_conserved`, but these must then be shown separately. The coupling of the α's to a magnetic vector potential generally violates the second. Together the two hypotheses are sufficient for conservation, but not necessary.

For a single electron in a central field, this symmetry lets relativistic atomic calculations label orbitals by total angular momentum.

```lean
import Mathlib

open Complex

namespace DiracRotation

noncomputable section

variable {ι A : Type*} [Fintype ι] [DecidableEq ι] [Ring A] [Algebra ℂ A]

-- In three dimensions these relations are met by the 4×4 Dirac matrices together with
-- multiplication by `x_j` and `-iℏ ∂_j` on four-component polynomial wavefunctions.
/-- Canonical positions and momenta, together with Dirac elements `α`, `β` that commute with
them; the `α j` square to one, and all Dirac elements anticommute pairwise. -/
structure DiracRelations (ℏ : ℝ) (x p α : ι → A) (β : A) : Prop where
  xx : ∀ j k, Commute (x j) (x k)
  pp : ∀ j k, Commute (p j) (p k)
  xp : ∀ j k, x j * p k - p k * x j = (if j = k then I * (ℏ : ℂ) else 0) • (1 : A)
  sq : ∀ j, α j * α j = 1
  anti : ∀ j k, j ≠ k → α j * α k + α k * α j = 0
  beta_anti : ∀ j, β * α j + α j * β = 0
  alpha_x : ∀ j k, Commute (α j) (x k)
  alpha_p : ∀ j k, Commute (α j) (p k)
  beta_x : ∀ k, Commute β (x k)
  beta_p : ∀ k, Commute β (p k)

/-- Orbital angular momentum in the plane `(j, k)`. -/
def orbital (x p : ι → A) (j k : ι) : A := x j * p k - x k * p j

/-- Spin angular momentum in the plane `(j, k)` of two different axes. -/
def spin (ℏ : ℝ) (α : ι → A) (j k : ι) : A := (-(I * (ℏ : ℂ) / 2)) • (α j * α k)

/-- The Dirac Hamiltonian `c α·p + β m c² + V`. -/
def diracH (c m : ℝ) (p α : ι → A) (β V : A) : A :=
  (c : ℂ) • ∑ l, α l * p l + ((m : ℂ) * (c : ℂ) ^ 2) • β + V

variable {ℏ : ℝ} {x p α : ι → A} {β V : A}

omit [Fintype ι] in
/-- Momentum rotates as a vector under orbital angular momentum. -/
theorem momentum_orbital (h : DiracRelations ℏ x p α β) (l j k : ι) :
    ⁅p l, orbital x p j k⁆ = (if k = l then I * (ℏ : ℂ) else 0) • p j
      - (if j = l then I * (ℏ : ℂ) else 0) • p k := by
  rw [← smul_one_mul (if k = l then I * (ℏ : ℂ) else 0) (p j),
    ← smul_one_mul (if j = l then I * (ℏ : ℂ) else 0) (p k),
    ← h.xp k l, ← h.xp j l, Ring.lie_def, orbital]
  linear_combination (norm := noncomm_ring) x k * (h.pp j l).eq - x j * (h.pp k l).eq

omit [Fintype ι] in
/-- The Dirac elements `α` rotate under spin by the same vector law. -/
theorem alpha_spin (h : DiracRelations ℏ x p α β) (l j k : ι) :
    ⁅α l, spin ℏ α j k⁆ = (if k = l then I * (ℏ : ℂ) else 0) • α j
      - (if j = l then I * (ℏ : ℂ) else 0) • α k := by
  rw [Ring.lie_def, spin, mul_smul_comm, smul_mul_assoc, ← smul_sub]
  by_cases hjk : j = k
  · rw [← hjk, h.sq, mul_one, one_mul, sub_self, sub_self, smul_zero]
  by_cases hj : j = l
  · have e : α j * (α j * α k) - α j * α k * α j = α k + α k := by
      linear_combination (norm := noncomm_ring)
        h.sq j * α k + h.sq j * α k - α j * h.anti j k hjk
    rw [← hj, e, if_neg (Ne.symm hjk), if_pos rfl]
    module
  by_cases hk : k = l
  · have e : α k * (α j * α k) - α j * α k * α k = -(α j + α j) := by
      linear_combination (norm := noncomm_ring)
        h.anti j k hjk * α k - α j * h.sq k - α j * h.sq k
    rw [← hk, e, if_pos rfl, if_neg hjk]
    module
  · have e : α l * (α j * α k) - α j * α k * α l = 0 := by
      linear_combination (norm := noncomm_ring)
        h.anti l j (Ne.symm hj) * α k - α j * h.anti l k (Ne.symm hk)
    rw [e, if_neg hk, if_neg hj]
    module

omit [DecidableEq ι] in
/-- Only the kinetic term contributes to the commutator of the Dirac Hamiltonian with an
observable that commutes with `β` and `V`. -/
theorem dirac_bracket (c m : ℝ) {T : A} (hβ : Commute β T) (hV : Commute V T) :
    ⁅diracH c m p α β V, T⁆ = (c : ℂ) • ∑ l, ⁅α l * p l, T⁆ := by
  simp only [Ring.lie_def, diracH, add_mul, mul_add, smul_mul_assoc, mul_smul_comm,
    Finset.sum_mul, Finset.mul_sum, Finset.sum_sub_distrib, smul_sub, hβ.eq, hV.eq]
  abel

/-- The commutator of the Dirac Hamiltonian with orbital angular momentum is
`-iℏc (α_j p_k - α_k p_j)`, if the potential commutes with the latter. -/
theorem dirac_orbital (h : DiracRelations ℏ x p α β) (c m : ℝ) (j k : ι)
    (hV : Commute V (orbital x p j k)) :
    ⁅diracH c m p α β V, orbital x p j k⁆
      = (-(I * (ℏ : ℂ) * (c : ℂ))) • (α j * p k - α k * p j) := by
  have hβ : Commute β (orbital x p j k) :=
    ((h.beta_x j).mul_right (h.beta_p k)).sub_right ((h.beta_x k).mul_right (h.beta_p j))
  have hl : ∀ l, ⁅α l * p l, orbital x p j k⁆
      = (if k = l then I * (ℏ : ℂ) else 0) • (α l * p j)
        - (if j = l then I * (ℏ : ℂ) else 0) • (α l * p k) := by
    intro l
    have hα : Commute (α l) (orbital x p j k) :=
      ((h.alpha_x l j).mul_right (h.alpha_p l k)).sub_right
        ((h.alpha_x l k).mul_right (h.alpha_p l j))
    have e : ⁅α l * p l, orbital x p j k⁆ = α l * ⁅p l, orbital x p j k⁆ := by
      rw [Ring.lie_def, Ring.lie_def]
      linear_combination (norm := noncomm_ring) hα.eq * p l
    rw [e, momentum_orbital h, mul_sub, mul_smul_comm, mul_smul_comm]
  rw [dirac_bracket c m hβ hV]
  simp only [hl, Finset.sum_sub_distrib, ite_smul, zero_smul, Finset.sum_ite_eq,
    Finset.mem_univ, ↓reduceIte]
  module

/-- The commutator of the Dirac Hamiltonian with spin is `iℏc (α_j p_k - α_k p_j)`, if the
potential commutes with the `α`. -/
theorem dirac_spin (h : DiracRelations ℏ x p α β) (c m : ℝ) (j k : ι)
    (hV : ∀ l, Commute V (α l)) :
    ⁅diracH c m p α β V, spin ℏ α j k⁆
      = (I * (ℏ : ℂ) * (c : ℂ)) • (α j * p k - α k * p j) := by
  have hb : Commute β (α j * α k) := by
    change β * (α j * α k) = α j * α k * β
    linear_combination (norm := noncomm_ring) h.beta_anti j * α k - α j * h.beta_anti k
  have hβ : Commute β (spin ℏ α j k) := hb.smul_right _
  have hVS : Commute V (spin ℏ α j k) := ((hV j).mul_right (hV k)).smul_right _
  have hl : ∀ l, ⁅α l * p l, spin ℏ α j k⁆
      = (if k = l then I * (ℏ : ℂ) else 0) • (α j * p l)
        - (if j = l then I * (ℏ : ℂ) else 0) • (α k * p l) := by
    intro l
    have hp : Commute (p l) (spin ℏ α j k) :=
      ((h.alpha_p j l).symm.mul_right (h.alpha_p k l).symm).smul_right _
    have e : ⁅α l * p l, spin ℏ α j k⁆ = ⁅α l, spin ℏ α j k⁆ * p l := by
      rw [Ring.lie_def, Ring.lie_def]
      linear_combination (norm := noncomm_ring) α l * hp.eq
    rw [e, alpha_spin h, sub_mul, smul_mul_assoc, smul_mul_assoc]
  rw [dirac_bracket c m hβ hVS]
  simp only [hl, Finset.sum_sub_distrib, ite_smul, zero_smul, Finset.sum_ite_eq,
    Finset.mem_univ, ↓reduceIte]
  module

/-- The sum of orbital and spin angular momentum commutes with the Dirac Hamiltonian, if the
potential commutes with orbital angular momentum and with the `α`. -/
theorem total_conserved (h : DiracRelations ℏ x p α β) (c m : ℝ) (j k : ι)
    (hL : Commute V (orbital x p j k)) (hα : ∀ l, Commute V (α l)) :
    ⁅diracH c m p α β V, orbital x p j k + spin ℏ α j k⁆ = 0 := by
  have e : ⁅diracH c m p α β V, orbital x p j k + spin ℏ α j k⁆
      = ⁅diracH c m p α β V, orbital x p j k⁆ + ⁅diracH c m p α β V, spin ℏ α j k⁆ := by
    simp only [Ring.lie_def, mul_add, add_mul]
    abel
  -- the orbital and spin torques are opposite
  rw [e, dirac_orbital h c m j k hL, dirac_spin h c m j k hα]
  module

/-- In a nontrivial algebra, for nonzero `c` and `ℏ` and two different axes, orbital angular
momentum alone does not commute with the Dirac Hamiltonian, if the potential commutes with it. -/
theorem orbital_not_conserved [Nontrivial A] (h : DiracRelations ℏ x p α β) {c : ℝ} (m : ℝ)
    (hc : c ≠ 0) (hh : ℏ ≠ 0) {j k : ι} (hjk : j ≠ k) (hV : Commute V (orbital x p j k)) :
    ⁅diracH c m p α β V, orbital x p j k⁆ ≠ 0 := by
  intro h0
  rw [dirac_orbital h c m j k hV] at h0
  have hD : α j * p k - α k * p j = 0 :=
    (smul_eq_zero.mp h0).resolve_left (by simp [hc, hh])
  -- commuting the vanishing torque with `x k` isolates `α j`
  have e : α j * (x k * p k - p k * x k) - α k * (x k * p j - p j * x k)
      = x k * (α j * p k - α k * p j) - (α j * p k - α k * p j) * x k := by
    linear_combination (norm := noncomm_ring)
      (h.alpha_x j k).eq * p k - (h.alpha_x k k).eq * p j
  rw [hD, h.xp, h.xp, if_pos rfl, if_neg (Ne.symm hjk), zero_smul, mul_zero, mul_zero,
    zero_mul, sub_zero, sub_zero, mul_smul_comm, mul_one] at e
  have ha : α j = 0 := (smul_eq_zero.mp e).resolve_left (by simp [hh])
  have h1 := h.sq j
  rw [ha, mul_zero] at h1
  exact zero_ne_one h1

/-- The squared radius commutes with orbital angular momentum. -/
theorem radius_sq_orbital (h : DiracRelations ℏ x p α β) (j k : ι) :
    Commute (∑ l, x l * x l) (orbital x p j k) := by
  have hl : ∀ l, x l * x l * orbital x p j k - orbital x p j k * (x l * x l)
      = (if l = k then I * (ℏ : ℂ) else 0) • (x l * x j + x j * x l)
        - (if l = j then I * (ℏ : ℂ) else 0) • (x l * x k + x k * x l) := by
    intro l
    have e : x l * orbital x p j k - orbital x p j k * x l
        = x j * (x l * p k - p k * x l) - x k * (x l * p j - p j * x l) := by
      rw [orbital]
      linear_combination (norm := noncomm_ring) (h.xx l j).eq * p k - (h.xx l k).eq * p j
    rw [h.xp, h.xp, mul_smul_comm, mul_smul_comm, mul_one, mul_one] at e
    calc _ = x l * (x l * orbital x p j k - orbital x p j k * x l)
          + (x l * orbital x p j k - orbital x p j k * x l) * x l := by noncomm_ring
      _ = _ := by
        rw [e]
        simp only [mul_sub, sub_mul, mul_smul_comm, smul_mul_assoc, smul_add]
        abel
  apply sub_eq_zero.mp
  rw [Finset.sum_mul, Finset.mul_sum, ← Finset.sum_sub_distrib]
  simp only [hl, Finset.sum_sub_distrib, ite_smul, zero_smul, Finset.sum_ite_eq',
    Finset.mem_univ, ↓reduceIte]
  rw [add_comm (x k * x j), sub_self]

/-- For a potential polynomial in the squared radius, the sum of orbital and spin angular
momentum commutes with the Dirac Hamiltonian. -/
theorem central_conserved (h : DiracRelations ℏ x p α β) (c m : ℝ) (j k : ι)
    (f : Polynomial ℂ) :
    ⁅diracH c m p α β (Polynomial.aeval (∑ l, x l * x l) f),
      orbital x p j k + spin ℏ α j k⁆ = 0 := by
  have hf : ∀ T : A, Commute (∑ l, x l * x l) T →
      Commute (Polynomial.aeval (∑ l, x l * x l) f) T := by
    intro T hT
    rw [Polynomial.aeval_eq_sum_range]
    exact Commute.sum_left _ _ _ fun i _ => (hT.pow_left i).smul_left _
  refine total_conserved h c m j k (hf _ (radius_sq_orbital h j k)) fun i => hf _ ?_
  exact Commute.sum_left _ _ _ fun l _ =>
    (h.alpha_x i l).symm.mul_left (h.alpha_x i l).symm

end

end DiracRotation
```

```lean
#print axioms DiracRotation.orbital_not_conserved
#print axioms DiracRotation.central_conserved
```

```
'DiracRotation.orbital_not_conserved' depends on axioms: [propext, Classical.choice, Quot.sound]
'DiracRotation.central_conserved' depends on axioms: [propext, Classical.choice, Quot.sound]
```

## How the proof follows the algebra

`momentum_orbital` and `alpha_spin` are the two rotation laws; the latter splits into the cases j = k, l = j, l = k and l different from both. The case j = k follows by rewriting with α_j² = 1. In the other three cases, and in `momentum_orbital`, `linear_combination (norm := noncomm_ring)` adds the assumed relations, multiplied on the left or right, while preserving operator order.

`dirac_bracket` removes the β and V terms. `dirac_orbital` and `dirac_spin` then pull the commuting factor out of each kinetic term, and `Finset.sum_ite_eq` collapses the sums over Kronecker deltas. `total_conserved` adds the two results, and `module` cancels the coefficients.

`orbital_not_conserved` carries out the commutator with x_k. `radius_sq_orbital` expands [x_l², L_jk] by the product rule before summing, and `central_conserved` extends commutation from r² to its powers and their linear combinations.
